# The Cubic Equation in J² Behind the Dipole Selection Rule

Let \(J\) be an angular momentum and \(V\) a vector operator on a complex vector space, with \(\hbar=1\). If \(J^2v=j(j+1)v\), then for each component \(V_k\)

\[
(J^2-j(j-1))\,(J^2-j(j+1))\,(J^2-(j+1)(j+2))\,V_kv=0 .
\]

The three roots are the values of \(J^2\) for \(j-1\), \(j\) and \(j+1\). When \(j\neq 0,-1,-\tfrac12\) they are distinct, and \(V_kv\) is a sum of three parts, some possibly zero, with these values of \(J^2\).

## From commutators to the cubic

Label components cyclically by 0, 1, 2. The vector operator relations are

\[
[J_k,V_k]=0,\qquad [J_k,V_{k+1}]=iV_{k+2},\qquad [J_k,V_{k+2}]=-iV_{k+1},
\]

and \(J\) satisfies them with \(V=J\). Fix \(k\) and remove the imaginary units by setting \(x=-iJ_{k+1}\), \(y=-iJ_{k+2}\), \(z=-iJ_k\). Write \(V_x,V_y,V_z\) for \(V_{k+1},V_{k+2},V_k\). Then \([x,y]=z\) and \([x,V_y]=V_z\), with their cyclic and antisymmetric companions. The invariant \(Q=x^2+y^2+z^2=-J^2\) commutes with \(x,y,z\).

Expanding the squares gives

\[
[Q,V_z]=-(xV_y+V_yx)+(yV_x+V_xy)=2(yV_x-xV_y+V_z),
\]

and cyclically \([Q,V_x]=2(zV_y-yV_z+V_x)\) and \([Q,V_y]=2(xV_z-zV_x+V_y)\). A second commutator yields

\[
[Q,[Q,V_z]]=4\left(yzV_y-y^2V_z+yV_x-x^2V_z+xzV_x-xV_y\right)+2[Q,V_z].
\]

Put \(yz=zy+x\), \(xz=zx-y\) and \(S=xV_x+yV_y+zV_z\). The bracket becomes \(zS-QV_z\), so

\[
[Q,[Q,V_z]]=4zS-2(QV_z+V_zQ).
\]

The scalar product \(S\) commutes with the generators; for example, \([x,S]=zV_y+yV_z-yV_z-zV_y=0\). Hence \(zS\) drops out of the third commutator, which equals \(-2(Q^2V_z-V_zQ^2)\). In terms of \(J\),

\[
[J^2,[J^2,[J^2,V_k]]]=2(J^4V_k-V_kJ^4).
\]

Now apply both sides to \(v\), with \(C=J^2\) and \(a=j(j+1)\). Every \(C\) standing next to \(v\) becomes \(a\), so each commutator acts as \(C-a\):

\[
(C-a)^3V_kv=2(C^2-a^2)V_kv .
\]

Moving everything to the left leaves \((C-a)\left[C^2-2(a+1)C+a(a-2)\right]V_kv=0\). The numbers \(j(j-1)\) and \((j+1)(j+2)\) have sum \(2(a+1)\) and product \(a(a-2)\), so they are the roots of the quadratic factor.

For distinct roots \(c_1,c_2,c_3\), Lagrange interpolation gives the parts. The first is

\[
\frac{(C-c_2)(C-c_3)}{(c_1-c_2)(c_1-c_3)}V_kv,
\]

and the others follow by permutation. The three sum to \(V_kv\), and the cubic makes each an eigenvector or zero. The root differences are \(-2j\), \(-2(2j+1)\) and \(-2(j+1)\), which accounts for the excluded values of \(j\).

## Starting from a scalar state

At \(j=0\) the cubic has a double root at zero. If every \(J_i\) annihilates \(v\), a direct calculation says more. Since \(J_mV_nv=[J_m,V_n]v\) for all components \(m,n\), we have \(J_k^2V_kv=0\) and \(J_{k+1}^2V_kv=J_{k+2}^2V_kv=V_kv\). Therefore \(J^2V_kv=2V_kv\), the value for \(j=1\): a nonzero \(V_kv\) cannot be another scalar state. For Hermitian \(J_i\) on an inner product space, \(J^2v=0\) already forces \(J_iv=0\), because \(\sum_i\|J_iv\|^2=0\).

## Operators and relations in Lean

```lean
import Mathlib

open Complex

namespace DipoleSelectionRule

noncomputable section
```

The commutator is defined in any ring.

```lean
/-- The commutator of two operators. -/
def comm {A : Type*} [Ring A] (a b : A) : A := a * b - b * a
```

The indices live in `Fin 3`, where addition wraps around, so one value of `k` after another produces all nine relations.

```lean
/-- `V` is a vector operator for `J`: its components, labelled cyclically by 0, 1, 2, obey
`[J_a, V_b] = i ε_abc V_c`. An angular momentum triple is a `J` with `IsVectorOperator J J`. -/
def IsVectorOperator {A : Type*} [Ring A] [Algebra ℂ A] (J V : Fin 3 → A) : Prop :=
  ∀ k, comm (J k) (V k) = 0 ∧ comm (J k) (V (k + 1)) = I • V (k + 2) ∧
    comm (J k) (V (k + 2)) = -(I • V (k + 1))
```

`IsVectorOperator J J` is the angular momentum algebra. Hermiticity is not assumed.

```lean
/-- The squared total angular momentum `J²`. -/
def totalSq {A : Type*} [Ring A] (J : Fin 3 → A) : A := ∑ i, J i * J i
```

Two lemmas handle the cyclic indices and let the sum for \(J^2\) start at any `k`.

```lean
private theorem shift (k : Fin 3) :
    k + 1 + 1 = k + 2 ∧ k + 1 + 2 = k ∧ k + 2 + 1 = k ∧ k + 2 + 2 = k + 1 := by
  revert k; decide

private theorem totalSq_cyclic {A : Type*} [Ring A] (J : Fin 3 → A) (k : Fin 3) :
    totalSq J = J k * J k + J (k + 1) * J (k + 1) + J (k + 2) * J (k + 2) := by
  rw [totalSq, ← Equiv.sum_comp (Equiv.addLeft k), Fin.sum_univ_three]
  simp only [Equiv.coe_addLeft, add_zero]
```

## The triple commutator

In the next theorem `u`, `v`, `w` are the operators \(V_x,V_y,V_z\); this `v` is not the state. The facts `Du`, `Dv`, `Dw` are the first commutators, `Sx`, `Sy`, `Sz` the invariance of \(S\), and `second` the double commutator.

```lean
/-- For rotation generators `x, y, z` without imaginary units and a vector `(u, v, w)`, the triple
commutator of `Q = x² + y² + z²` with `w` equals `-2 (Q² w - w Q²)`. -/
theorem rotation_triple_commutator {A : Type*} [Ring A] {x y z u v w Q : A}
    (hQ : Q = z * z + x * x + y * y)
    (hxy : x * y - y * x = z) (hyz : y * z - z * y = x) (hzx : z * x - x * z = y)
    (hxu : x * u - u * x = 0) (hxv : x * v - v * x = w) (hxw : x * w - w * x = -v)
    (hyu : y * u - u * y = -w) (hyv : y * v - v * y = 0) (hyw : y * w - w * y = u)
    (hzu : z * u - u * z = v) (hzv : z * v - v * z = -u) (hzw : z * w - w * z = 0) :
    comm Q (comm Q (comm Q w)) = -2 * (Q * Q * w - w * Q * Q) := by
  -- `Q` commutes with the generators
  have Qx : Q * x - x * Q = 0 := by
    rw [hQ]
    linear_combination (norm := noncomm_ring) z * hzx + hzx * z - y * hxy - hxy * y
  have Qy : Q * y - y * Q = 0 := by
    rw [hQ]
    linear_combination (norm := noncomm_ring) x * hxy + hxy * x - z * hyz - hyz * z
  have Qz : Q * z - z * Q = 0 := by
    rw [hQ]
    linear_combination (norm := noncomm_ring) y * hyz + hyz * y - x * hzx - hzx * x
  -- first commutators with the vector
  have Du : Q * u - u * Q = 2 * (z * v - y * w + u) := by
    rw [hQ]
    linear_combination (norm := noncomm_ring) y * hyu + hyu * y + z * hzu + hzu * z
      + x * hxu + hxu * x + hyw - hzv
  have Dv : Q * v - v * Q = 2 * (x * w - z * u + v) := by
    rw [hQ]
    linear_combination (norm := noncomm_ring) z * hzv + hzv * z + x * hxv + hxv * x
      + y * hyv + hyv * y + hzu - hxw
  have Dw : Q * w - w * Q = 2 * (y * u - x * v + w) := by
    rw [hQ]
    linear_combination (norm := noncomm_ring) x * hxw + hxw * x + y * hyw + hyw * y
      + z * hzw + hzw * z + hxv - hyu
  -- the scalar product `S` is invariant under rotations
  obtain ⟨S, hS⟩ : ∃ S, S = x * u + y * v + z * w := ⟨_, rfl⟩
  have Sx : x * S - S * x = 0 := by
    rw [hS]
    linear_combination (norm := noncomm_ring) x * hxu + hxy * v + y * hxv - hzx * w + z * hxw
  have Sy : y * S - S * y = 0 := by
    rw [hS]
    linear_combination (norm := noncomm_ring) y * hyv + hyz * w + z * hyw - hxy * u + x * hyu
  have Sz : z * S - S * z = 0 := by
    rw [hS]
    linear_combination (norm := noncomm_ring) z * hzw + hzx * u + x * hzu - hyz * v + y * hzv
  have QS : Q * S - S * Q = 0 := by
    rw [hQ]
    linear_combination (norm := noncomm_ring) x * Sx + Sx * x + y * Sy + Sy * y + z * Sz + Sz * z
  have second : Q * (Q * w - w * Q) - (Q * w - w * Q) * Q
      = 4 * (z * S) - 2 * (Q * w + w * Q) := by
    linear_combination (norm := noncomm_ring) Q * Dw - Dw * Q
      + 2 * (y * Du + Qy * u - x * Dv - Qx * v)
      + 4 * (hyz * v) - 4 * (hzx * u) + 4 * (hQ * w) - 4 * (z * hS)
  -- the invariant part drops out of the third commutator
  unfold comm
  linear_combination (norm := noncomm_ring) Q * second - second * Q + 4 * (Qz * S + z * QS)
```

The proof turns on `linear_combination (norm := noncomm_ring)`. The tactic subtracts a stated combination of known equations from the goal and checks that the remainder vanishes identically. Its default normaliser assumes commutative multiplication; `noncomm_ring` keeps the order of factors. An equation may thus be multiplied from either side, as in `z * hzx + hzx * z`, which is the rule \([z^2,x]=z[z,x]+[z,x]z\).

The return to \(J\) multiplies the generators by \(-i\) and uses \(Q=-J^2\).

```lean
/-- For a vector operator, `[J², [J², [J², V_k]]] = 2 (J⁴ V_k - V_k J⁴)`. -/
theorem triple_commutator {A : Type*} [Ring A] [Algebra ℂ A] {J V : Fin 3 → A}
    (hJ : IsVectorOperator J J) (hV : IsVectorOperator J V) (k : Fin 3) :
    comm (totalSq J) (comm (totalSq J) (comm (totalSq J) (V k))) =
      (2 : ℂ) • (totalSq J * totalSq J * V k - V k * totalSq J * totalSq J) := by
  -- pass to the generators `-i J`
  have s : ∀ p q r : A, p * q - q * p = I • r →
      ((-I) • p) * q - q * ((-I) • p) = r := by
    intro p q r h
    rw [smul_mul_assoc, mul_smul_comm, ← smul_sub, h, smul_smul]
    simp
  have t : ∀ p q r : A, p * q - q * p = I • r →
      ((-I) • p) * ((-I) • q) - ((-I) • q) * ((-I) • p) = (-I) • r := by
    intro p q r h
    exact s _ _ _ (by rw [mul_smul_comm, smul_mul_assoc, ← smul_sub, h, smul_comm])
  have s0 : ∀ p q : A, p * q - q * p = 0 → ((-I) • p) * q - q * ((-I) • p) = 0 :=
    fun p q h => s _ _ _ (by rw [smul_zero]; exact h)
  have sn : ∀ p q r : A, p * q - q * p = -(I • r) →
      ((-I) • p) * q - q * ((-I) • p) = -r :=
    fun p q r h => s _ _ _ (by rw [smul_neg]; exact h)
  obtain ⟨a0, a1, a2⟩ := hV k
  obtain ⟨b0, b1, b2⟩ := hV (k + 1)
  obtain ⟨c0, c1, c2⟩ := hV (k + 2)
  have j0 := (hJ k).2.1
  have j1 := (hJ (k + 1)).2.1
  have j2 := (hJ (k + 2)).2.1
  simp only [comm, shift k] at a0 a1 a2 b0 b1 b2 c0 c1 c2 j0 j1 j2
  have hQ : -totalSq J = ((-I) • J k) * ((-I) • J k)
      + ((-I) • J (k + 1)) * ((-I) • J (k + 1)) + ((-I) • J (k + 2)) * ((-I) • J (k + 2)) := by
    have hI : (-I) * (-I) = (-1 : ℂ) := by simp
    rw [totalSq_cyclic J k]
    simp only [smul_mul_assoc, mul_smul_comm, smul_smul, hI]
    module
  have key := rotation_triple_commutator hQ (t _ _ _ j1) (t _ _ _ j2) (t _ _ _ j0)
    (s0 _ _ b0) (s _ _ _ b1) (sn _ _ _ b2) (sn _ _ _ c2) (s0 _ _ c0) (s _ _ _ c1)
    (s _ _ _ a1) (sn _ _ _ a2) (s0 _ _ a0)
  rw [two_smul]
  unfold comm at key ⊢
  linear_combination (norm := noncomm_ring) (-1 : A) * key
```

## The selection rule on states

States now form a complex module `M` of any dimension, and operators are elements of `Module.End ℂ M`, defined on all of `M`. For unbounded operators such as position, `M` must be a common domain that they map into itself. The number `j` may be any complex number, and `v` may be zero.

```lean
variable {M : Type*} [AddCommGroup M] [Module ℂ M]

/-- Dipole selection rule: if `J² v = j(j+1) v`, then `V_k v` is annihilated by the product of
`J² - j'(j'+1)` over `j' = j-1, j, j+1`. -/
theorem dipole_selection_rule {J V : Fin 3 → Module.End ℂ M}
    (hJ : IsVectorOperator J J) (hV : IsVectorOperator J V) {j : ℂ} {v : M}
    (hv : totalSq J v = (j * (j + 1)) • v) (k : Fin 3) :
    ((totalSq J - (j * (j - 1)) • 1) * (totalSq J - (j * (j + 1)) • 1) *
      (totalSq J - ((j + 1) * (j + 2)) • 1)) (V k v) = 0 := by
  have h := LinearMap.congr_fun (triple_commutator hJ hV k) v
  simp only [comm, LinearMap.sub_apply, Module.End.mul_apply, LinearMap.smul_apply,
    Module.End.one_apply, map_sub, map_smul, hv] at h ⊢
  linear_combination (norm := module) h
```

The hypothesis `hv` replaces \(J^2v\) by \(j(j+1)v\), and the `module` normaliser checks the factorisation of the cubic.

The interpolation step holds for any operator `C`; its `w` is a vector.

```lean
/-- A vector annihilated by `(C - a)(C - b)(C - c)` with distinct `a, b, c` is a sum of three
vectors on which `C` takes the values `a`, `b` and `c`. -/
theorem split_of_cubic (C : Module.End ℂ M) {a b c : ℂ} {w : M}
    (hab : a - b ≠ 0) (hac : a - c ≠ 0) (hbc : b - c ≠ 0)
    (h : ((C - a • 1) * (C - b • 1) * (C - c • 1)) w = 0) :
    ∃ p q r : M, w = p + q + r ∧ C p = a • p ∧ C q = b • q ∧ C r = c • r := by
  simp only [LinearMap.sub_apply, Module.End.mul_apply, LinearMap.smul_apply,
    Module.End.one_apply, map_sub, map_smul] at h
  -- Lagrange interpolation in `C`
  refine ⟨((a - b) * (a - c))⁻¹ • (C (C w) - (b + c) • C w + (b * c) • w),
    (-((a - b) * (b - c))⁻¹) • (C (C w) - (a + c) • C w + (a * c) • w),
    ((a - c) * (b - c))⁻¹ • (C (C w) - (a + b) • C w + (a * b) • w), ?_, ?_, ?_, ?_⟩
  · match_scalars <;> field_simp <;> ring
  · generalize ((a - b) * (a - c))⁻¹ = s
    simp only [map_smul, map_sub, map_add]
    linear_combination (norm := module) s • h
  · generalize -((a - b) * (b - c))⁻¹ = s
    simp only [map_smul, map_sub, map_add]
    linear_combination (norm := module) s • h
  · generalize ((a - c) * (b - c))⁻¹ = s
    simp only [map_smul, map_sub, map_add]
    linear_combination (norm := module) s • h
```

For a state with \(J^2v=j(j+1)v\), the selection rule supplies the cubic for \(C=J^2\), and it remains to check that the three root differences are nonzero.

```lean
/-- For `j` different from `0`, `-1` and `-1/2`, the vector `V_k v` is a sum of three parts with
`J² = j'(j'+1)` for `j' = j-1, j, j+1`. -/
theorem dipole_decomposition {J V : Fin 3 → Module.End ℂ M}
    (hJ : IsVectorOperator J J) (hV : IsVectorOperator J V) {j : ℂ} {v : M}
    (hv : totalSq J v = (j * (j + 1)) • v) (h0 : j ≠ 0) (h1 : j + 1 ≠ 0)
    (h2 : 2 * j + 1 ≠ 0) (k : Fin 3) :
    ∃ p q r : M, V k v = p + q + r ∧ totalSq J p = (j * (j - 1)) • p ∧
      totalSq J q = (j * (j + 1)) • q ∧ totalSq J r = ((j + 1) * (j + 2)) • r := by
  refine split_of_cubic (totalSq J) ?_ ?_ ?_ (dipole_selection_rule hJ hV hv k)
  · intro h
    exact h0 (by linear_combination (-1 / 2 : ℂ) * h)
  · intro h
    exact h2 (by linear_combination (-1 / 2 : ℂ) * h)
  · intro h
    exact h1 (by linear_combination (-1 / 2 : ℂ) * h)
```

The scalar case follows the calculation above and uses only the relations between \(J\) and \(V\).

```lean
/-- If every component of `J` annihilates `v`, then `J² V_k v = 2 V_k v`. -/
theorem dipole_from_scalar {J V : Fin 3 → Module.End ℂ M} (hV : IsVectorOperator J V)
    {v : M} (hv : ∀ i, J i v = 0) (k : Fin 3) :
    totalSq J (V k v) = (2 : ℂ) • V k v := by
  have f : ∀ a b, J a (V b v) = comm (J a) (V b) v := by
    intro a b
    simp [comm, hv]
  obtain ⟨a0, -, -⟩ := hV k
  obtain ⟨-, b1, b2⟩ := hV (k + 1)
  obtain ⟨-, c1, c2⟩ := hV (k + 2)
  simp only [shift k] at b1 b2 c1 c2
  rw [totalSq_cyclic J k]
  simp only [LinearMap.add_apply, Module.End.mul_apply, f, a0, b1, b2, c1, c2,
    LinearMap.zero_apply, LinearMap.neg_apply, LinearMap.smul_apply, map_zero, map_neg,
    map_smul, smul_neg, smul_smul, I_mul_I]
  module
```

In atomic structure, the cubic makes electric dipole matrix elements vanish between levels whose \(j\) differ by more than one, provided \(J\) is Hermitian and generates the rotations under which the dipole is a vector. Rules for parity and for the magnetic quantum number are separate statements.

## A four-state model with a transition

One scalar state and three Cartesian triplet states give a concrete example.

```lean
/-- Angular momentum matrices on one scalar state and a Cartesian triplet of states. -/
def matJ : Fin 3 → Matrix (Fin 4) (Fin 4) ℂ :=
  ![!![0, 0, 0, 0; 0, 0, 0, 0; 0, 0, 0, -I; 0, 0, I, 0],
    !![0, 0, 0, 0; 0, 0, 0, I; 0, 0, 0, 0; 0, -I, 0, 0],
    !![0, 0, 0, 0; 0, 0, -I, 0; 0, I, 0, 0; 0, 0, 0, 0]]

/-- Dipole matrices connecting the scalar state with the Cartesian triplet. -/
def matV : Fin 3 → Matrix (Fin 4) (Fin 4) ℂ :=
  ![!![0, 1, 0, 0; 1, 0, 0, 0; 0, 0, 0, 0; 0, 0, 0, 0],
    !![0, 0, 1, 0; 0, 0, 0, 0; 1, 0, 0, 0; 0, 0, 0, 0],
    !![0, 0, 0, 1; 0, 0, 0, 0; 0, 0, 0, 0; 1, 0, 0, 0]]

/-- The operator on four-component states given by a matrix. -/
def op (X : Fin 3 → Matrix (Fin 4) (Fin 4) ℂ) (k : Fin 3) : Module.End ℂ (Fin 4 → ℂ) :=
  Matrix.toLinAlgEquiv' (X k)
```

The actions on a general state are computed first, and the nine commutators are then checked component by component.

```lean
private theorem actJ (f : Fin 4 → ℂ) :
    op matJ 0 f = ![0, 0, -(I * f 3), I * f 2] ∧
    op matJ 1 f = ![0, I * f 3, 0, -(I * f 1)] ∧
    op matJ 2 f = ![0, -(I * f 2), I * f 1, 0] := by
  simp only [op, Matrix.toLinAlgEquiv'_apply]
  refine ⟨?_, ?_, ?_⟩ <;> ext i <;> fin_cases i <;>
    simp [matJ, Matrix.mulVec, dotProduct, Fin.sum_univ_succ]

private theorem actV (f : Fin 4 → ℂ) :
    op matV 0 f = ![f 1, f 0, 0, 0] ∧ op matV 1 f = ![f 2, 0, f 0, 0] ∧
    op matV 2 f = ![f 3, 0, 0, f 0] := by
  simp only [op, Matrix.toLinAlgEquiv'_apply]
  refine ⟨?_, ?_, ?_⟩ <;> ext i <;> fin_cases i <;>
    simp [matV, Matrix.mulVec, dotProduct, Fin.sum_univ_succ]

private theorem of_table {A : Type*} [Ring A] [Algebra ℂ A] {J V : Fin 3 → A}
    (a0 : comm (J 0) (V 0) = 0) (a1 : comm (J 0) (V 1) = I • V 2)
    (a2 : comm (J 0) (V 2) = -(I • V 1))
    (b0 : comm (J 1) (V 1) = 0) (b1 : comm (J 1) (V 2) = I • V 0)
    (b2 : comm (J 1) (V 0) = -(I • V 2))
    (c0 : comm (J 2) (V 2) = 0) (c1 : comm (J 2) (V 0) = I • V 1)
    (c2 : comm (J 2) (V 1) = -(I • V 0)) : IsVectorOperator J V := by
  intro k
  fin_cases k
  · exact ⟨a0, a1, a2⟩
  · exact ⟨b0, b1, b2⟩
  · exact ⟨c0, c1, c2⟩

private theorem modelJ : IsVectorOperator (op matJ) (op matJ) := by
  apply of_table <;> refine LinearMap.ext fun f => ?_ <;>
    simp only [comm, LinearMap.sub_apply, Module.End.mul_apply, LinearMap.smul_apply,
      LinearMap.neg_apply, LinearMap.zero_apply, actJ] <;>
    ext i <;> fin_cases i <;> simp

private theorem modelV : IsVectorOperator (op matJ) (op matV) := by
  apply of_table <;> refine LinearMap.ext fun f => ?_ <;>
    simp only [comm, LinearMap.sub_apply, Module.End.mul_apply, LinearMap.smul_apply,
      LinearMap.neg_apply, LinearMap.zero_apply, actJ, actV] <;>
    ext i <;> fin_cases i <;> simp
```

The last theorem collects the relations and exhibits a nonzero transition from \(j=1\) to \(j=0\): `op matV 2` sends the unit vector `![0, 0, 0, 1]` to the scalar state `![1, 0, 0, 0]`.

```lean
/-- The four-state matrices form an angular momentum triple and a vector operator; the third
triplet state has `j = 1`, and `V_z` sends it to the scalar state, which `J` annihilates. -/
theorem dipole_witness :
    IsVectorOperator (op matJ) (op matJ) ∧ IsVectorOperator (op matJ) (op matV) ∧
    totalSq (op matJ) ![0, 0, 0, 1] = ((1 : ℂ) * (1 + 1)) • (![0, 0, 0, 1] : Fin 4 → ℂ) ∧
    op matV 2 ![0, 0, 0, 1] = ![1, 0, 0, 0] ∧ ∀ i, op matJ i ![1, 0, 0, 0] = 0 := by
  refine ⟨modelJ, modelV, ?_, ?_, ?_⟩
  · simp only [totalSq, Fin.sum_univ_three, LinearMap.add_apply, Module.End.mul_apply, actJ]
    ext i
    fin_cases i <;> simp
  · rw [(actV _).2.2]
    ext i
    fin_cases i <;> simp
  · have h0 : op matJ 0 ![1, 0, 0, 0] = 0 := by
      rw [(actJ _).1]
      ext i
      fin_cases i <;> simp
    have h1 : op matJ 1 ![1, 0, 0, 0] = 0 := by
      rw [(actJ _).2.1]
      ext i
      fin_cases i <;> simp
    have h2 : op matJ 2 ![1, 0, 0, 0] = 0 := by
      rw [(actJ _).2.2]
      ext i
      fin_cases i <;> simp
    intro k
    fin_cases k
    · exact h0
    · exact h1
    · exact h2

end

end DipoleSelectionRule
```

```lean
#print axioms DipoleSelectionRule.dipole_selection_rule
-- 'DipoleSelectionRule.dipole_selection_rule' depends on axioms: [propext, Classical.choice, Quot.sound]
#print axioms DipoleSelectionRule.dipole_decomposition
-- 'DipoleSelectionRule.dipole_decomposition' depends on axioms: [propext, Classical.choice, Quot.sound]
#print axioms DipoleSelectionRule.dipole_from_scalar
-- 'DipoleSelectionRule.dipole_from_scalar' depends on axioms: [propext, Classical.choice, Quot.sound]
```
